# Uniform-sphere and Gaussian nuclei have equal mean square radii exactly when ηR² = 5/2

Suppose an atomic Dirac-Coulomb energy is computed once with a uniformly charged spherical nucleus and once with a Gaussian one. If the two nuclei differ in mean square radius, the energy difference mixes an effect of size with an effect of shape. For a sphere of radius R > 0 and a Gaussian density proportional to exp(-ηr²) with η > 0, the condition ηR² = 5/2 removes the mismatch in that radius. The sphere has a further trap: its potential has a continuous slope at the surface but a jump in curvature, so a radial integrator that assumes more smoothness can lose accuracy there.

## The two nuclei in atomic units

```lean
import Mathlib

open Set MeasureTheory

namespace FiniteNucleus

noncomputable section
```

Let Z be the nuclear charge, R the radius of the sphere and r the distance from its centre. The electron's potential energy V is

V(r) = -Z(3R² - r²)/(2R³) for r ≤ R,
V(r) = -Z/r for r > R.

In Lean this is `spherePotential Z R r`. All variables are real numbers, and physical distances are those with r ≥ 0.

```lean
/-- Potential energy of an electron at distance `r` from a uniformly charged spherical nucleus
of charge `Z` and radius `R`, in atomic units. -/
def spherePotential (Z R r : ℝ) : ℝ :=
  if r ≤ R then -Z * (3 * R ^ 2 - r ^ 2) / (2 * R ^ 3) else -Z / r
```

The density profiles are left unnormalised. The normalised densities are 3/(4πR³) inside the sphere and (η/π)^(3/2) exp(-ηr²) for the Gaussian, where η is its exponent.

```lean
/-- Unnormalised density profile of the uniform sphere: one up to the radius `R`, zero beyond. -/
def sphereDensity (R r : ℝ) : ℝ := if r ≤ R then 1 else 0

/-- Unnormalised density profile of the Gaussian nucleus with exponent `η`. -/
def gaussianDensity (η r : ℝ) : ℝ := Real.exp (-η * r ^ 2)
```

For a profile ρ, the mean square radius is

⟨r²⟩ = ∫₀^∞ r⁴ρ(r) dr / ∫₀^∞ r²ρ(r) dr.

The factor 4π and the normalisation cancel in the ratio.

```lean
/-- Mean square radius of a spherical density profile, with the radial volume weight `r ^ 2`. -/
def meanSquareRadius (ρ : ℝ → ℝ) : ℝ :=
  (∫ r in Ioi (0 : ℝ), r ^ 4 * ρ r) / (∫ r in Ioi (0 : ℝ), r ^ 2 * ρ r)
```

## R > 0: the charge has a finite extent

Physically, R > 0 excludes the point nucleus. By hand, it permits division by R and keeps the Coulomb branch away from r = 0. At the surface the inner branch gives -Z(2R²)/(2R³) = -Z/R, the Coulomb value, so `spherePotential_eq_coulomb` can include r = R.

```lean
/-- From the nuclear surface outwards the potential is that of a point charge. -/
theorem spherePotential_eq_coulomb (Z : ℝ) {R r : ℝ} (hR : 0 < R) (h : R ≤ r) :
    spherePotential Z R r = -Z / r := by
  unfold spherePotential
  split_ifs with h'
  · have e : r = R := le_antisymm h' h
    have hR' : R ≠ 0 := hR.ne'
    rw [e, div_eq_div_iff (by positivity) hR']
    ring
  · rfl
```

Differentiating the branches gives

V′(r) = Zr/R³ inside,
V′(r) = Z/r² outside.

Both equal Z/R² at r = R. `HasDerivAt f a r` says that f is differentiable at r with derivative a, and the theorem asserts this for V at every r, surface included. Away from R, the proof uses that V coincides with one branch in a neighbourhood. At R, it takes the derivatives within `Iic R` (r ≤ R) and `Ici R` (r ≥ R) and joins them with `union`.

Without the hypothesis the claim fails. For R = -1 and Z = 1, V is -1/r on both sides of r = 0, where it is unbounded, although 0 ≥ R.

```lean
/-- The radial derivative of the potential is `Z r / R ^ 3` inside the nucleus and `Z / r ^ 2`
outside, and both formulas hold at the surface `r = R`. -/
theorem spherePotential_hasDerivAt (Z : ℝ) {R : ℝ} (hR : 0 < R) (r : ℝ) :
    (r ≤ R → HasDerivAt (spherePotential Z R) (Z * r / R ^ 3) r) ∧
    (R ≤ r → HasDerivAt (spherePotential Z R) (Z / r ^ 2) r) := by
  have hR' : R ≠ 0 := hR.ne'
  have vin : ∀ s, s ≤ R →
      spherePotential Z R s = -Z * (3 * R ^ 2 - s ^ 2) / (2 * R ^ 3) := by
    intro s hs
    unfold spherePotential
    rw [if_pos hs]
  -- derivatives of the two branches
  have hin : ∀ s : ℝ, HasDerivAt (fun s : ℝ => -Z * (3 * R ^ 2 - s ^ 2) / (2 * R ^ 3))
      (Z * s / R ^ 3) s := by
    intro s
    refine ((((hasDerivAt_pow 2 s).const_sub (3 * R ^ 2)).const_mul (-Z)).div_const
      (2 * R ^ 3)).congr_deriv ?_
    show -Z * -(((2 : ℕ) : ℝ) * s ^ 1) / (2 * R ^ 3) = Z * s / R ^ 3
    push_cast
    ring
  have hout : ∀ s : ℝ, s ≠ 0 → HasDerivAt (fun s : ℝ => -Z / s) (Z / s ^ 2) s := by
    intro s hs
    have e : (fun s : ℝ => -Z / s) = fun s : ℝ => -Z * s⁻¹ := by
      funext s
      exact div_eq_mul_inv _ _
    rw [e]
    exact ((hasDerivAt_inv hs).const_mul (-Z)).congr_deriv (by ring)
  have e3 : Z * R / R ^ 3 = Z / R ^ 2 := by field_simp
  -- at the surface the one-sided derivatives agree
  have hsurf : HasDerivAt (spherePotential Z R) (Z / R ^ 2) R := by
    have h1 : HasDerivWithinAt (spherePotential Z R) (Z / R ^ 2) (Iic R) R :=
      ((hin R).congr_deriv e3).hasDerivWithinAt.congr (fun s hs => vin s hs) (vin R le_rfl)
    have h2 : HasDerivWithinAt (spherePotential Z R) (Z / R ^ 2) (Ici R) R :=
      (hout R hR').hasDerivWithinAt.congr
        (fun s hs => spherePotential_eq_coulomb Z hR hs)
        (spherePotential_eq_coulomb Z hR le_rfl)
    have h3 := h1.union h2
    rwa [Iic_union_Ici, hasDerivWithinAt_univ] at h3
  constructor
  · intro h
    rcases h.lt_or_eq with h | h
    · refine (hin r).congr_of_eventuallyEq ?_
      filter_upwards [Iio_mem_nhds h] with s hs
      exact vin s (le_of_lt hs)
    · rw [h, e3]
      exact hsurf
  · intro h
    rcases h.lt_or_eq with h | h
    · refine (hout r (hR.trans h).ne').congr_of_eventuallyEq ?_
      filter_upwards [Ioi_mem_nhds h] with s hs
      exact spherePotential_eq_coulomb Z hR (le_of_lt hs)
    · rw [← h]
      exact hsurf
```

## r ≠ R: the charge density jumps at the surface

For the electron's potential energy, Poisson's equation reads (rV)″ = 4πr times the charge density, and that density is 3Z/(4πR³) inside. The expected right-hand side is therefore 3Zr/R³ inside and 0 outside. The given V satisfies this. Inside,

(rV)′ = V + rV′ = -3Z/(2R) + 3Zr²/(2R³),
(rV)″ = 3Zr/R³.

Outside, rV = -Z is constant, so both derivatives vanish.

The hypothesis r ≠ R leaves room for a neighbourhood on one side of the surface. The proof splits into r < R and r > R, finds the first derivative throughout that neighbourhood by the product rule, and differentiates again. The factor `sphereDensity R r` combines the two cases in one formula.

At r = R the statement fails: for Z = R = 1, the slope of (rV)′ is 3 from the inside and 0 from the outside.

```lean
/-- Radial Poisson equation: away from the surface, `(r V)''` equals `3 Z r / R ^ 3` times the
density profile of the uniform sphere. -/
theorem spherePotential_poisson (Z : ℝ) {R r : ℝ} (hR : 0 < R) (hr : r ≠ R) :
    HasDerivAt (deriv fun s => s * spherePotential Z R s)
      (3 * Z * r / R ^ 3 * sphereDensity R r) r := by
  rcases lt_or_gt_of_ne hr with h | h
  · -- inside: differentiate V + r V' once more
    have h1 := (spherePotential_hasDerivAt Z hR r).1 h.le
    have h2 := (hasDerivAt_id' r).fun_mul (((hasDerivAt_id' r).const_mul Z).div_const (R ^ 3))
    have h3 := (h1.const_mul 1).fun_add h2
    refine (h3.congr_of_eventuallyEq ?_).congr_deriv ?_
    · filter_upwards [Iio_mem_nhds h] with s hs
      exact ((hasDerivAt_id' s).fun_mul
        ((spherePotential_hasDerivAt Z hR s).1 (le_of_lt hs))).deriv
    · rw [sphereDensity, if_pos h.le]
      ring
  · -- outside: r V is constant
    rw [sphereDensity, if_neg (not_le_of_gt h), mul_zero]
    refine (hasDerivAt_const r (0 : ℝ)).congr_of_eventuallyEq ?_
    filter_upwards [Ioi_mem_nhds h] with s hs
    have hs' : R < s := hs
    have hs0 : s ≠ 0 := (hR.trans hs').ne'
    rw [((hasDerivAt_id' s).fun_mul ((spherePotential_hasDerivAt Z hR s).2 hs'.le)).deriv,
      spherePotential_eq_coulomb Z hR hs'.le]
    have e : s * (Z / s ^ 2) = Z / s := by field_simp
    rw [e]
    ring
```

## Z ≠ 0: there is a charge to cause the kink in V′

The slopes of V′ at the surface are

from inside: Z/R³,
from outside: -2Z/R³.

If V′ were differentiable at R, these would be equal, which forces Z = 0. The proof follows this argument: `eq_deriv` identifies the supposed derivative with each one-sided slope, and `linarith` derives Z/R³ = 0, contradicting `hZ`. For Z = 0 the potential vanishes everywhere and V′ is differentiable, so the conclusion is false.

```lean
/-- For a charged nucleus the derivative of the potential is not differentiable at the
surface. -/
theorem spherePotential_not_twice_differentiable {Z R : ℝ} (hZ : Z ≠ 0) (hR : 0 < R) :
    ¬ DifferentiableAt ℝ (deriv (spherePotential Z R)) R := by
  intro hd
  have hR' : R ≠ 0 := hR.ne'
  have din : ∀ s, s ≤ R → deriv (spherePotential Z R) s = Z * s / R ^ 3 :=
    fun s hs => ((spherePotential_hasDerivAt Z hR s).1 hs).deriv
  have dout : ∀ s, R ≤ s → deriv (spherePotential Z R) s = Z / s ^ 2 :=
    fun s hs => ((spherePotential_hasDerivAt Z hR s).2 hs).deriv
  have a1 : HasDerivAt (fun s : ℝ => Z * s / R ^ 3) (Z / R ^ 3) R :=
    (((hasDerivAt_id' R).const_mul Z).div_const (R ^ 3)).congr_deriv (by ring)
  have a2 : HasDerivAt (fun s : ℝ => Z / s ^ 2) (-2 * (Z / R ^ 3)) R := by
    refine ((hasDerivAt_const R Z).fun_div (hasDerivAt_pow 2 R)
      (pow_ne_zero 2 hR')).congr_deriv ?_
    show (0 * R ^ 2 - Z * (((2 : ℕ) : ℝ) * R ^ 1)) / (R ^ 2) ^ 2 = -2 * (Z / R ^ 3)
    push_cast
    first
      | (field_simp; done)
      | (field_simp; ring)
  -- the slopes of V' from the two sides would have to coincide
  have e1 := (uniqueDiffWithinAt_Iic R).eq_deriv _ hd.hasDerivAt.hasDerivWithinAt
    (a1.hasDerivWithinAt.congr (fun s hs => din s hs) (din R le_rfl))
  have e2 := (uniqueDiffWithinAt_Ici R).eq_deriv _ hd.hasDerivAt.hasDerivWithinAt
    (a2.hasDerivWithinAt.congr (fun s hs => dout s hs) (dout R le_rfl))
  have hne : Z / R ^ 3 ≠ 0 := div_ne_zero hZ (pow_ne_zero 3 hR')
  apply hne
  linarith
```

## R > 0 and η > 0: both radii are finite and positive

For the sphere, the density cuts the integral off at R:

∫₀^R rⁿ dr = R^(n+1)/(n+1).

`sphere_moment` writes the cut-off as an indicator function and integrates the power over the remaining interval. This step needs only R ≥ 0.

```lean
/-- Radial moments of the uniform sphere. -/
theorem sphere_moment {R : ℝ} (hR : 0 ≤ R) (n : ℕ) :
    ∫ r in Ioi (0 : ℝ), r ^ n * sphereDensity R r = R ^ (n + 1) / ((n : ℝ) + 1) := by
  have e : (fun r : ℝ => r ^ n * sphereDensity R r) =
      (Iic R).indicator (fun r : ℝ => r ^ n) := by
    funext r
    by_cases h : r ≤ R <;> simp [sphereDensity, indicator, h]
  rw [e, setIntegral_indicator measurableSet_Iic, Ioi_inter_Iic,
    ← intervalIntegral.integral_of_le hR, integral_pow]
  simp
```

For the Gaussian, η > 0 makes the density decay. Substituting t = ηr², with dr = ½ η^(-1/2) t^(-1/2) dt, gives

∫₀^∞ rⁿ exp(-ηr²) dr = ½ η^(-(n+1)/2) Γ((n+1)/2).

`gaussian_moment` obtains this from Mathlib's Gamma integral with exponent p = 2. At η = 0 the density is constant throughout space, the integrals diverge and there is no mean square radius.

```lean
/-- Radial moments of the Gaussian nucleus in terms of the Gamma function. -/
theorem gaussian_moment {η : ℝ} (hη : 0 < η) (n : ℕ) :
    ∫ r in Ioi (0 : ℝ), r ^ n * gaussianDensity η r =
      η ^ (-((n : ℝ) + 1) / 2) * (1 / 2) * Real.Gamma (((n : ℝ) + 1) / 2) := by
  have hn : (-1 : ℝ) < n := by
    have : (0 : ℝ) ≤ n := Nat.cast_nonneg n
    linarith
  rw [← integral_rpow_mul_exp_neg_mul_rpow (p := 2) (q := (n : ℝ)) (b := η) two_pos hn hη]
  refine setIntegral_congr_fun measurableSet_Ioi fun x _ => ?_
  simp only [gaussianDensity, Real.rpow_natCast, Real.rpow_two]
```

The ratio of the moments n = 4 and n = 2 for the sphere is

⟨r²⟩ = (R⁵/5)/(R³/3) = 3R²/5.

Here R must be strictly positive, since the denominator R³/3 has to be nonzero.

```lean
/-- The uniform sphere of radius `R` has mean square radius `3 R ^ 2 / 5`. -/
theorem meanSquareRadius_sphere {R : ℝ} (hR : 0 < R) :
    meanSquareRadius (sphereDensity R) = 3 * R ^ 2 / 5 := by
  have hR' : R ≠ 0 := hR.ne'
  unfold meanSquareRadius
  rw [sphere_moment hR.le 4, sphere_moment hR.le 2, div_eq_iff (by positivity)]
  push_cast
  ring
```

For the Gaussian, the recursion Γ(5/2) = (3/2)Γ(3/2) gives

⟨r²⟩ = η⁻¹ Γ(5/2)/Γ(3/2) = 3/(2η).

The proof rewrites the exponents so that `Real.Gamma_add_one` applies, then cancels the common Gamma value and power of η, both nonzero because η > 0.

```lean
/-- The Gaussian nucleus with exponent `η` has mean square radius `3 / (2 η)`. -/
theorem meanSquareRadius_gaussian {η : ℝ} (hη : 0 < η) :
    meanSquareRadius (gaussianDensity η) = 3 / (2 * η) := by
  have hG : Real.Gamma (3 / 2) ≠ 0 := (Real.Gamma_pos_of_pos (by norm_num)).ne'
  have hP : η ^ (-(3 / 2) : ℝ) ≠ 0 := (Real.rpow_pos_of_pos hη _).ne'
  have hη' : η ≠ 0 := hη.ne'
  unfold meanSquareRadius
  rw [gaussian_moment hη 4, gaussian_moment hη 2,
    show (-(((4 : ℕ) : ℝ) + 1) / 2) = -(3 / 2) - 1 by norm_num,
    show ((((4 : ℕ) : ℝ) + 1) / 2) = 3 / 2 + 1 by norm_num,
    show (-(((2 : ℕ) : ℝ) + 1) / 2) = -(3 / 2) by norm_num,
    show ((((2 : ℕ) : ℝ) + 1) / 2) = 3 / 2 by norm_num,
    Real.rpow_sub_one hη', Real.Gamma_add_one (by norm_num)]
  -- the common Gamma value and power of η cancel
  generalize Real.Gamma (3 / 2) = g at hG ⊢
  generalize η ^ (-(3 / 2) : ℝ) = p at hP ⊢
  rw [div_eq_div_iff (by simp [hP, hG]) (by simp [hη'])]
  field_simp
```

## Both signs together: the matching condition

With R and η positive, the denominators can be cleared:

3R²/5 = 3/(2η) ⇔ 6ηR² = 15 ⇔ ηR² = 5/2.

`meanSquareRadius_match_iff` substitutes the two radii, cross-multiplies with `div_eq_div_iff`, and proves each direction by linear arithmetic.

The sign of R matters even though only R² appears in the condition. For R = -1 and η = 5/2 the condition holds, but the sphere's density is zero at every r > 0, so there is no sphere to match.

The theorem equates one moment of two charge distributions. It makes no statement about the Gaussian nucleus's potential or about the electronic energies, which may still differ through the shape of the charge.

```lean
/-- The uniform sphere and the Gaussian nucleus have the same mean square radius exactly when
`η R ^ 2 = 5 / 2`. -/
theorem meanSquareRadius_match_iff {R η : ℝ} (hR : 0 < R) (hη : 0 < η) :
    meanSquareRadius (sphereDensity R) = meanSquareRadius (gaussianDensity η) ↔
      η * R ^ 2 = 5 / 2 := by
  rw [meanSquareRadius_sphere hR, meanSquareRadius_gaussian hη,
    div_eq_div_iff (by norm_num) (by positivity)]
  constructor <;> intro h <;> linarith

end

end FiniteNucleus
```

```lean
#print axioms FiniteNucleus.spherePotential_poisson
#print axioms FiniteNucleus.spherePotential_not_twice_differentiable
#print axioms FiniteNucleus.meanSquareRadius_match_iff
```

```
'FiniteNucleus.spherePotential_poisson' depends on axioms: [propext, Classical.choice, Quot.sound]
'FiniteNucleus.spherePotential_not_twice_differentiable' depends on axioms: [propext, Classical.choice, Quot.sound]
'FiniteNucleus.meanSquareRadius_match_iff' depends on axioms: [propext, Classical.choice, Quot.sound]
```
